# For one electron split equally over M fragments, the model delocalization error ∑(qᵢ² − qᵢ^(4/3)) is 1/M − (1/M)^(1/3)

The theorem `delocError_equalSplit` concerns a model in which the delocalization error of fragment charges qᵢ is defined as the sum of qᵢ² − qᵢ^(4/3), with no prefactors and no terms coupling different fragments. For one electron shared equally by a finite number M ≥ 1 of fragments, each charge is 1/M, and the theorem says that the error equals 1/M − (1/M)^(1/3). The attempt turns the sum into M times a single term and uses `cube_root` to write the 4/3 power as the fourth power of the cube root of 1/M. It then means to split a cube off that fourth power, replace the cube by 1/M, and finish by algebra from M · (1/M) = 1.

An attempt in Lean 4 with a fault in it:

```lean
import Mathlib

open Finset

namespace DelocErrorEqualSplit

noncomputable section

variable {ι : Type*} [Fintype ι]

/-- The delocalization error `D = ∑ (q_i² - q_i^(4/3))` of the fragment charges. -/
def delocError (q : ι → ℝ) : ℝ := ∑ i, (q i ^ 2 - q i ^ (4 / 3 : ℝ))

/-- Equal splitting of one electron over `M ≥ 1` fragments. -/
def equalSplit (M : ℕ) : Fin M → ℝ := fun _ => 1 / (M : ℝ)

/-- The cube root of a nonnegative charge `q` has third power `q` and fourth power `q^(4/3)`. -/
theorem cube_root {q : ℝ} (hq : 0 ≤ q) :
    (q ^ (1 / 3 : ℝ)) ^ 3 = q ∧ q ^ (4 / 3 : ℝ) = (q ^ (1 / 3 : ℝ)) ^ 4 := by
  constructor
  · rw [← Real.rpow_natCast, ← Real.rpow_mul hq]
    norm_num
  · rw [← Real.rpow_natCast, ← Real.rpow_mul hq]
    norm_num

/-- Equal splitting over `M ≥ 1` fragments has delocalization error `1/M - (1/M)^(1/3)`. -/
theorem delocError_equalSplit {M : ℕ} (hM : 0 < M) :
    delocError (equalSplit M) = 1 / (M : ℝ) - (1 / (M : ℝ)) ^ (1 / 3 : ℝ) := by
  have hM0 : (M : ℝ) ≠ 0 := by exact_mod_cast hM.ne'
  obtain ⟨h3, h4⟩ := cube_root (q := 1 / (M : ℝ)) (by positivity)
  have hM1 : (M : ℝ) * (1 / (M : ℝ)) = 1 := mul_one_div_cancel hM0
  simp only [delocError, equalSplit, sum_const, card_univ, Fintype.card_fin, nsmul_eq_mul]
  rw [h4, pow_succ, h3]
  generalize (1 / (M : ℝ)) ^ (1 / 3 : ℝ) = t
  generalize 1 / (M : ℝ) = u at hM1 ⊢
  linear_combination (u - t) * hM1

end

end DelocErrorEqualSplit
```

Messages:

```
Main.lean:33:20: error: Tactic `rewrite` failed: Did not find an occurrence of the pattern
  ((1 / ↑M) ^ (1 / 3)) ^ 3
in the target expression
  ↑M * ((1 / ↑M) ^ 1 * (1 / ↑M) - ((1 / ↑M) ^ (1 / 3)) ^ 4) = 1 / ↑M - (1 / ↑M) ^ (1 / 3)

M : ℕ
hM : 0 < M
hM0 : ↑M ≠ 0
h3 : ((1 / ↑M) ^ (1 / 3)) ^ 3 = 1 / ↑M
h4 : (1 / ↑M) ^ (4 / 3) = ((1 / ↑M) ^ (1 / 3)) ^ 4
hM1 : ↑M * (1 / ↑M) = 1
⊢ ↑M * ((1 / ↑M) ^ 1 * (1 / ↑M) - ((1 / ↑M) ^ (1 / 3)) ^ 4) = 1 / ↑M - (1 / ↑M) ^ (1 / 3)
```

What went wrong. The error says that `rw [h3]` found no cube of `(1 / ↑M) ^ (1 / 3)` in the goal. The step before it, `pow_succ`, was meant to split the fourth power into a cube times one more factor. But `rw` fixes the lemma's variables at the first match, which here was the square of `1 / ↑M`. The goal shows the result: the square has become `(1 / ↑M) ^ 1 * (1 / ↑M)`, and the fourth power is untouched.

The repair drops both rewrites and uses `h3` as an equation in the final algebra. For that, the two `generalize` calls now act on `h3` as well, so that it reads `t ^ 3 = u` in the same variables as the goal, `M * (u ^ 2 - t ^ 4) = u - t`. The old coefficient `(u - t)` on `hM1` assumed that the fourth power had already become `u * t`. The added term `- (M : ℝ) * t * h3` makes that replacement inside `linear_combination`.

Fix (accepted with no message):

```diff
@@ -31,8 +31,8 @@
   have hM1 : (M : ℝ) * (1 / (M : ℝ)) = 1 := mul_one_div_cancel hM0
   simp only [delocError, equalSplit, sum_const, card_univ, Fintype.card_fin, nsmul_eq_mul]
-  rw [h4, pow_succ, h3]
-  generalize (1 / (M : ℝ)) ^ (1 / 3 : ℝ) = t
-  generalize 1 / (M : ℝ) = u at hM1 ⊢
-  linear_combination (u - t) * hM1
+  rw [h4]
+  generalize (1 / (M : ℝ)) ^ (1 / 3 : ℝ) = t at h3 ⊢
+  generalize 1 / (M : ℝ) = u at hM1 h3 ⊢
+  linear_combination (u - t) * hM1 - (M : ℝ) * t * h3
 
 end
```
